# Mean energy a l + b l² of an eigenvector of S₁·S₂ with eigenvalue l in the bilinear-biquadratic spin-1 dimer

Two spins 1 live on the nine-dimensional space indexed by `Fin 3 × Fin 3`, with the spin matrices in the Cartesian basis, the exchange operator `X` = S₁·S₂ as a sum of Kronecker products, and the Hamiltonian `H a b` = a X + b X² for real a and b. The theorem `meanEnergy_of_eigen` states that a nonzero vector v with X v = l v for a real l has mean energy a l + b l². The vector need not be normalised, since `meanEnergy` is the quotient Re⟨v|H|v⟩ / Re⟨v|v⟩, the expectation value in the normalised state. The attempt first shows that Re⟨v|v⟩ is positive, from ⟨v|v⟩ ≥ 0 and ⟨v|v⟩ ≠ 0 in the order on ℂ, then that H v = (a l + b l²) v, and finally cancels ⟨v|v⟩ in the quotient.

This version doesn't compile in Lean 4 with Mathlib:

```lean
import Mathlib

open Matrix Complex
open scoped Kronecker ComplexOrder

namespace BilinearBiquadraticDimer

noncomputable section

/-- Operators on the nine-dimensional space of two spins 1. -/
abbrev Dimer := Matrix (Fin 3 × Fin 3) (Fin 3 × Fin 3) ℂ

/-- The spin-1 matrices in the Cartesian basis, `(S_k)_{ij} = -i ε_{kij}`. -/
def spin : Fin 3 → Matrix (Fin 3) (Fin 3) ℂ :=
  ![!![0, 0, 0; 0, 0, -I; 0, I, 0], !![0, 0, I; 0, 0, 0; -I, 0, 0],
    !![0, -I, 0; I, 0, 0; 0, 0, 0]]

/-- The exchange operator `X = S₁ · S₂`. -/
def X : Dimer := ∑ k, spin k ⊗ₖ spin k

/-- The bilinear-biquadratic Hamiltonian `H = a X + b X²`. -/
def H (a b : ℝ) : Dimer := (a : ℂ) • X + (b : ℂ) • (X * X)

/-- The mean energy `⟨v|H|v⟩ / ⟨v|v⟩` of a state `v`. -/
def meanEnergy (a b : ℝ) (v : Fin 3 × Fin 3 → ℂ) : ℝ :=
  (star v ⬝ᵥ H a b *ᵥ v).re / (star v ⬝ᵥ v).re

/-- A nonzero eigenvector of `X` with real eigenvalue `l` has mean energy `a l + b l²`. -/
theorem meanEnergy_of_eigen (a b l : ℝ) {v : Fin 3 × Fin 3 → ℂ} (hv : v ≠ 0)
    (h : X *ᵥ v = (l : ℂ) • v) : meanEnergy a b v = a * l + b * l ^ 2 := by
  have hn : 0 < (star v ⬝ᵥ v).re := (Complex.lt_def.mp (lt_of_le_of_ne
    (dotProduct_star_self_nonneg v) (mt dotProduct_star_self_eq_zero.mp hv).symm)).1
  have hH : H a b *ᵥ v = ((a * l + b * l ^ 2 : ℝ) : ℂ) • v := by
    simp only [H, add_mulVec, smul_mulVec, ← mulVec_mulVec, h, mulVec_smul]
    push_cast
    module
  rw [meanEnergy, hH, dotProduct_smul, smul_eq_mul, Complex.re_ofReal_mul, mul_div_assoc,
    div_self hn.ne', mul_one]

end

end BilinearBiquadraticDimer
```

Messages:

```
Main.lean:32:76: error(lean.invalidField): Invalid field `symm`: The environment does not contain `Function.symm`, so it is not possible to project the field `symm` from an expression
  mt dotProduct_star_self_eq_zero.mp hv
of type `star v ⬝ᵥ v = 0 → False`
```

Cause. The message concerns the positivity step `hn`. There `lt_of_le_of_ne` turns `0 ≤ star v ⬝ᵥ v` into a strict inequality, given `0 ≠ star v ⬝ᵥ v`. The attempt obtains the inequality the other way round, as `mt dotProduct_star_self_eq_zero.mp hv`, and tries to flip it with `.symm`.

Dot notation chooses its namespace from the head of the term's type. The conclusion of `mt` is a negation `¬ (star v ⬝ᵥ v = 0)`, not a statement headed by `Ne`, so `Ne.symm` is not a candidate. Lean unfolds the negation to the function type `star v ⬝ᵥ v = 0 → False` shown in the message, looks for `Function.symm`, and finds no such declaration.

The diff names the lemma explicitly, as `Ne.symm (mt dotProduct_star_self_eq_zero.mp hv)`. No namespace lookup is needed now: the argument is checked against `a ≠ b`, which unfolds by definition to `¬ (a = b)`, so it is accepted, and the result `0 ≠ star v ⬝ᵥ v` is what `lt_of_le_of_ne` requires.

The mended proof, as a diff:

```diff
@@ -30,5 +30,5 @@
     (h : X *ᵥ v = (l : ℂ) • v) : meanEnergy a b v = a * l + b * l ^ 2 := by
   have hn : 0 < (star v ⬝ᵥ v).re := (Complex.lt_def.mp (lt_of_le_of_ne
-    (dotProduct_star_self_nonneg v) (mt dotProduct_star_self_eq_zero.mp hv).symm)).1
+    (dotProduct_star_self_nonneg v) (Ne.symm (mt dotProduct_star_self_eq_zero.mp hv)))).1
   have hH : H a b *ᵥ v = ((a * l + b * l ^ 2 : ℝ) : ℂ) • v := by
     simp only [H, add_mulVec, smul_mulVec, ← mulVec_mulVec, h, mulVec_smul]
```
